# Two translates of a chirp state on a finite ring are either orthogonal or equal up to a phase

On a ring of `N` sites, with `N` nonzero, the chirp state has amplitude `N^(-1/2)` at every site and phase `exp(2πi c R²/N)` at site `R`, so it is normalised; the rate `c` is an integer modulo `N`. The theorem `overlap_chirp` says that its translates by `a` and `b` sites have overlap `exp(2πi c(b² - a²)/N)` if `2c(a - b) = 0` modulo `N`, and overlap zero otherwise. The attempt first shows, in `hterm`, that the quadratic phases cancel in each term of the overlap, leaving a constant times a plane wave in `x`. It then sums the plane wave over the ring with `planeWave_sum`.

The failing Lean file:

```lean
import Mathlib

open scoped ComplexConjugate

namespace DelocalisedWannier

noncomputable section

variable {N : ℕ} [NeZero N]

/-- The chirp state on a ring of `N` sites: amplitude `N^(-1/2)` and a phase quadratic in the
site index, with chirp rate `c`. -/
def chirp (c R : ZMod N) : ℂ :=
  ((Real.sqrt N : ℝ) : ℂ)⁻¹ * ZMod.stdAddChar (c * R ^ 2)

/-- The overlap of the translates of `f` by `a` and by `b` sites. -/
def overlap (f : ZMod N → ℂ) (a b : ZMod N) : ℂ :=
  ∑ x, conj (f (x - a)) * f (x - b)

/-- A plane wave summed over the ring gives `N` at zero wavenumber and zero otherwise. -/
theorem planeWave_sum (k : ZMod N) :
    ∑ x : ZMod N, (ZMod.stdAddChar (x * k) : ℂ) = if k = 0 then (N : ℂ) else 0 := by
  have h := AddChar.sum_mulShift k (ZMod.isPrimitive_stdAddChar N)
  rw [h]
  split_ifs <;> simp [ZMod.card]

/-- The overlap of two translates of a chirp is a pure phase if `2c(a - b) = 0` modulo `N`,
and zero otherwise. -/
theorem overlap_chirp (c a b : ZMod N) :
    overlap (chirp c) a b =
      ZMod.stdAddChar (c * (b ^ 2 - a ^ 2)) * (if 2 * c * (a - b) = 0 then 1 else 0) := by
  have hN : (N : ℂ) ≠ 0 := Nat.cast_ne_zero.mpr (NeZero.ne N)
  have hs : ((Real.sqrt N : ℝ) : ℂ)⁻¹ * ((Real.sqrt N : ℝ) : ℂ)⁻¹ = (N : ℂ)⁻¹ := by
    rw [← mul_inv, ← Complex.ofReal_mul, Real.mul_self_sqrt (Nat.cast_nonneg N),
      Complex.ofReal_natCast]
  -- the quadratic phases cancel and leave a plane wave in `x`
  have hterm : ∀ x : ZMod N, conj (chirp c (x - a)) * chirp c (x - b) =
      (N : ℂ)⁻¹ * ZMod.stdAddChar (c * (b ^ 2 - a ^ 2)) *
        ZMod.stdAddChar (x * (2 * c * (a - b))) := by
    intro x
    have he : conj (ZMod.stdAddChar (c * (x - a) ^ 2) : ℂ) *
        ZMod.stdAddChar (c * (x - b) ^ 2) =
        ZMod.stdAddChar (c * (b ^ 2 - a ^ 2)) *
          ZMod.stdAddChar (x * (2 * c * (a - b))) := by
      rw [← AddChar.map_neg_eq_conj, ← AddChar.map_add_eq_mul, ← AddChar.map_add_eq_mul]
      congr 1
      ring
    rw [chirp, chirp, map_mul, map_inv₀, Complex.conj_ofReal, mul_mul_mul_comm, hs, he,
      mul_assoc]
  rw [overlap, Finset.sum_congr rfl fun x _ => hterm x, ← Finset.mul_sum, planeWave_sum]
  split_ifs
  · rw [mul_one, mul_right_comm, inv_mul_cancel₀ hN, one_mul]
  · rw [mul_zero, mul_zero]

end

end DelocalisedWannier
```

Messages:

```
Main.lean:39:51: error: unsolved goals
N : ℕ
inst✝ : NeZero N
c a b : ZMod N
hN : ↑N ≠ 0
hs : (↑√↑N)⁻¹ * (↑√↑N)⁻¹ = (↑N)⁻¹
x : ZMod N
he :
  (starRingEnd ℂ) (ZMod.stdAddChar (c * (x - a) ^ 2)) * ZMod.stdAddChar (c * (x - b) ^ 2) =
    ZMod.stdAddChar (c * (b ^ 2 - a ^ 2)) * ZMod.stdAddChar (x * (2 * c * (a - b)))
⊢ (↑N)⁻¹ * (ZMod.stdAddChar (c * (b ^ 2 - a ^ 2)) * ZMod.stdAddChar (x * (2 * (c * (a - b))))) =
    (↑N)⁻¹ * ZMod.stdAddChar (c * (b ^ 2 - a ^ 2)) * ZMod.stdAddChar (x * (2 * (c * (a - b))))
```

The message says that the proof of `hterm` ends with a goal still open. Its two sides differ only in how the product of `(↑N)⁻¹` and the two phases is bracketed, which is what the last rewrite, `mul_assoc`, was meant to settle.

Given no arguments, `rw [mul_assoc]` takes its pattern from the first product of the form `a * b * c` that it finds, and then rewrites only instances of that same product. Here it found `2 * c * (a - b)`, inside the argument of the plane wave. The goal shows this turned into `2 * (c * (a - b))` on both sides, while the outer product on the right kept its brackets.

The repair drops `mul_assoc` from the `rw` and closes the goal with `exact (mul_assoc _ _ _).symm`. This equation has to match the goal as a whole, so its three factors can only be `(↑N)⁻¹` and the two phases. The `.symm` is needed because the goal has the right-bracketed product on its left-hand side.

The mended proof, as a diff:

```diff
@@ -46,6 +46,6 @@
       congr 1
       ring
-    rw [chirp, chirp, map_mul, map_inv₀, Complex.conj_ofReal, mul_mul_mul_comm, hs, he,
-      mul_assoc]
+    rw [chirp, chirp, map_mul, map_inv₀, Complex.conj_ofReal, mul_mul_mul_comm, hs, he]
+    exact (mul_assoc _ _ _).symm
   rw [overlap, Finset.sum_congr rfl fun x _ => hterm x, ← Finset.mul_sum, planeWave_sum]
   split_ifs
```
